# A slab whose energy ignores the cell height has no relaxed cell at nonzero pressure

Relax a slab in a periodic cell with all three edges free and a nonzero target pressure. As long as the periodic images do not interact, the vacuum layer does not settle. At positive pressure the optimizer keeps removing vacuum; at negative pressure it keeps adding it. The run may end in a stack of touching slabs, which is a different system, or stop at its step limit with a cell that is no equilibrium of the slab.

Take a cell with perpendicular edges: lateral lengths $a,b>0$ and height $c$ along the surface normal. The slab energy $e(a,b)$, for instance with the atoms relaxed at given $a$ and $b$, does not depend on $c$, because the periodic images do not interact across the vacuum. At zero temperature and external pressure $P$, the quantity to minimize is the enthalpy

$$H(a,b,c)=e(a,b)+P\,abc .$$

The allowed heights are $c>h$, where $h$ is the contact height, below which the slab no longer fits. The case $h=0$ idealizes the slab as having no thickness.

For surfaces and two-dimensional materials in electronic-structure codes, the results bear on which cell edges to leave free, as long as the interaction between images is negligible. The model takes the same $h$ for all $a$ and $b$, although the thickness of a real slab changes with lateral strain. It also assumes that $e$ stays independent of $c$ all the way down to $h$. For a real slab this fails close to contact, because the images start to interact before they touch.

```lean
import Mathlib

namespace VacuumUnderPressure

noncomputable section
```

In Lean, `e` is a function on all pairs of reals, but the sets and the definition of a relaxed cell below use only positive lateral lengths.

```lean
/-- Enthalpy of a slab cell with lateral lengths `a`, `b` and height `c` at pressure `P`;
the slab energy `e` does not depend on the height. -/
def enthalpy (e : ℝ → ℝ → ℝ) (P a b c : ℝ) : ℝ := e a b + P * (a * b * c)
```

Two sets collect the values to be compared. `slabValues` takes any function of the lateral lengths, so it serves both for $e$ and for the enthalpy at a fixed height.

```lean
/-- The values that a function of the lateral lengths takes on positive lengths. -/
def slabValues (e : ℝ → ℝ → ℝ) : Set ℝ :=
  {x | ∃ a b, 0 < a ∧ 0 < b ∧ e a b = x}

/-- The enthalpies of all cells with positive lateral lengths and height above `h`. -/
def enthalpyValues (e : ℝ → ℝ → ℝ) (P h : ℝ) : Set ℝ :=
  {x | ∃ a b c, 0 < a ∧ 0 < b ∧ h < c ∧ enthalpy e P a b c = x}
```

"Relaxed" here means a global minimizer among the admissible cells. A relaxation code uses the word for a cell with small residual forces and stress.

```lean
/-- The cell `(a, b, c)` is relaxed if it is admissible (positive lateral lengths, height
above `h`) and no admissible cell has lower enthalpy. -/
def IsRelaxed (e : ℝ → ℝ → ℝ) (P h a b c : ℝ) : Prop :=
  0 < a ∧ 0 < b ∧ h < c ∧ ∀ a' b' c', 0 < a' → 0 < b' → h < c' →
    enthalpy e P a b c ≤ enthalpy e P a' b' c'
```

## (a) The slope in the cell height

Hold $a$ and $b$ fixed and show that

$$\frac{\partial H}{\partial c}=P\,ab .$$

**Solution.** The term $e(a,b)$ does not contain $c$, and $P\,abc$ is linear in $c$ with coefficient $P\,ab$. The slab thus contributes no stress along the normal, and nothing balances the external pressure.

`HasDerivAt f f' x` says that `f` is differentiable at `x` with derivative `f'`. The proof starts from the derivative of the identity, multiplies by $ab$ and by $P$, and adds the constant $e(a,b)$; `ring` brings the result into the stated form.

```lean
/-- The derivative of the enthalpy with respect to the cell height is pressure times
lateral area. -/
theorem hasDerivAt_height (e : ℝ → ℝ → ℝ) (P a b c : ℝ) :
    HasDerivAt (fun z => enthalpy e P a b z) (P * (a * b)) c := by
  have h1 := (((hasDerivAt_id c).const_mul (a * b)).const_mul P).const_add (e a b)
  exact h1.congr_deriv (by ring)
```

## (b) Lower bounds are decided at contact

Let $P>0$. Show that for every real $m$

$$m\le H(a,b,c)\ \text{ for all } a,b>0,\ c>h
\iff
m\le H(a,b,h)\ \text{ for all } a,b>0 .$$

**Solution.** For the direction from left to right, fix $a,b>0$ and $\varepsilon>0$. A vacuum layer of thickness $t=\varepsilon/(P\,ab)$ costs exactly $\varepsilon$, so

$$m\le H(a,b,h+t)=H(a,b,h)+P\,ab\,t=H(a,b,h)+\varepsilon .$$

Since $\varepsilon$ is arbitrary, $m\le H(a,b,h)$. For the converse, let $c>h$. Then

$$H(a,b,c)=H(a,b,h)+P\,ab\,(c-h)>H(a,b,h)\ge m .$$

Lean states this as an equality of two sets of lower bounds, and `ext m` turns it into the equivalence above. The lemma `le_of_forall_pos_le_add` is the $\varepsilon$ argument, and `nlinarith` closes each direction once the enthalpy is written out. Nothing is assumed about $e$; if it has no lower bound, both sets may be empty.

```lean
/-- At positive pressure, the enthalpy over all heights above `h` has the same lower bounds
as the enthalpy at the contact height `h`. -/
theorem lowerBounds_enthalpy (e : ℝ → ℝ → ℝ) {P : ℝ} (h : ℝ) (hP : 0 < P) :
    lowerBounds (enthalpyValues e P h) =
      lowerBounds (slabValues fun a b => enthalpy e P a b h) := by
  ext m
  constructor
  · rintro hm x ⟨a, b, ha, hb, rfl⟩
    refine le_of_forall_pos_le_add fun ε hε => ?_
    have hk : 0 < P * (a * b) := mul_pos hP (mul_pos ha hb)
    -- a vacuum layer of thickness t costs exactly the enthalpy ε
    obtain ⟨t, ht, hcost⟩ : ∃ t, 0 < t ∧ P * (a * b) * t = ε :=
      ⟨ε / (P * (a * b)), div_pos hε hk, by field_simp⟩
    have h1 : m ≤ enthalpy e P a b (h + t) :=
      hm ⟨a, b, h + t, ha, hb, by linarith, rfl⟩
    simp only [enthalpy] at h1 ⊢
    nlinarith
  · rintro hm x ⟨a, b, c, ha, hb, hc, rfl⟩
    have h1 : m ≤ enthalpy e P a b h := hm ⟨a, b, ha, hb, rfl⟩
    have h2 := mul_pos (mul_pos hP (mul_pos ha hb)) (sub_pos.2 hc)
    simp only [enthalpy] at h1 ⊢
    nlinarith
```

## (c) A finite infimum at positive pressure

Let $P>0$, $h\ge 0$ and $e(a,b)\ge B$ for all $a,b>0$. The constant $B$ stands for an energy floor of the slab, which need not be reached. Show that there is a real number $m$ with

$$m=\inf_{a,b>0}H(a,b,h)=\inf_{a,b>0,\;c>h}H(a,b,c).$$

**Solution.** The contact enthalpies form a nonempty set, since $a=b=1$ is allowed. They are bounded below by $B$, because $P\,abh\ge 0$. Hence they have a greatest lower bound $m$. By (b) the enthalpies of all admissible cells have the same lower bounds, so $m$ is the greatest one for them too.

`IsGLB S m` says that `m` is the greatest lower bound of `S`. An equation between two values of `sInf` would say less, since Mathlib sets `sInf` to zero for a set of reals that is unbounded below. The proof supplies nonemptiness (`hne`) and the bound (`hbd`), obtains the infimum from `isGLB_csInf`, and transfers it by rewriting with (b).

```lean
/-- For a slab energy bounded below, positive pressure and `h ≥ 0`, the enthalpy over all
heights above `h` has a finite infimum, equal to that of the enthalpy at height `h`. -/
theorem exists_common_infimum (e : ℝ → ℝ → ℝ) {P h B : ℝ} (hP : 0 < P) (hh : 0 ≤ h)
    (he : ∀ a b, 0 < a → 0 < b → B ≤ e a b) :
    ∃ m, IsGLB (slabValues fun a b => enthalpy e P a b h) m ∧
      IsGLB (enthalpyValues e P h) m := by
  have hne : (slabValues fun a b => enthalpy e P a b h).Nonempty :=
    ⟨enthalpy e P 1 1 h, 1, 1, one_pos, one_pos, rfl⟩
  have hbd : BddBelow (slabValues fun a b => enthalpy e P a b h) := by
    refine ⟨B, ?_⟩
    rintro x ⟨a, b, ha, hb, rfl⟩
    have h1 := he a b ha hb
    have h2 : 0 ≤ P * (a * b * h) := by positivity
    simp only [enthalpy]
    linarith
  have hglb := isGLB_csInf hne hbd
  refine ⟨_, hglb, ?_⟩
  unfold IsGLB
  rw [lowerBounds_enthalpy e h hP]
  exact hglb
```

## (d) Every cell can be improved

Let $P\ne 0$. Show that no cell is relaxed: for each admissible $(a,b,c)$ there is an admissible $(a',b',c')$ with

$$H(a',b',c')<H(a,b,c).$$

**Solution.** Keep $a'=a$ and $b'=b$, and change the height alone. If $P<0$, take $c'=c+1$; the enthalpy changes by $P\,ab<0$. If $P>0$, take $c'=(h+c)/2$, which still lies above $h$; the enthalpy changes by

$$-\tfrac12 P\,ab\,(c-h)<0 .$$

The Lean proof assumes that the cell is relaxed and splits on the sign of $P$. In each case it applies the minimality hypothesis, which is called `H` there, to the improved cell and reaches a contradiction. The slab energy can be any function, bounded below or not.

```lean
/-- At nonzero pressure no cell is relaxed. -/
theorem not_isRelaxed (e : ℝ → ℝ → ℝ) {P : ℝ} (hP : P ≠ 0) (h a b c : ℝ) :
    ¬ IsRelaxed e P h a b c := by
  rintro ⟨ha, hb, hc, H⟩
  have hab := mul_pos ha hb
  rcases lt_or_gt_of_ne hP with hneg | hpos
  · -- under tension, more vacuum lowers the enthalpy
    have h1 := H a b (c + 1) ha hb (by linarith)
    have h2 := mul_neg_of_neg_of_pos hneg hab
    simp only [enthalpy] at h1
    nlinarith
  · -- under compression, less vacuum lowers the enthalpy
    have h1 := H a b ((h + c) / 2) ha hb (by linarith)
    have h2 := mul_pos (mul_pos hpos hab) (sub_pos.2 hc)
    simp only [enthalpy] at h1
    nlinarith
```

## (e) Negative pressure has no floor

Let $P<0$. Show that

$$\inf_{a,b>0,\;c>h}H(a,b,c)=-\infty .$$

**Solution.** Given any real $m$, take $a=b=1$ and $c=|h|+1+t$ with

$$t=\frac{|e(1,1)-m|}{-P}\ge 0 .$$

This height exceeds $h$, and $Pt=-|e(1,1)-m|$. Therefore

$$H(1,1,c)=e(1,1)+P(|h|+1)-|e(1,1)-m|<e(1,1)-|e(1,1)-m|\le m .$$

So no $m$ is a lower bound. Lean expresses this as `¬ BddBelow`: it takes a supposed bound `m`, constructs the same `t`, and derives the contradiction from the same inequalities. The enthalpy is lowered by vacuum alone, with the slab left at fixed lateral lengths.

```lean
/-- At negative pressure the enthalpy is unbounded below. -/
theorem not_bddBelow (e : ℝ → ℝ → ℝ) {P : ℝ} (h : ℝ) (hP : P < 0) :
    ¬ BddBelow (enthalpyValues e P h) := by
  rintro ⟨m, hm⟩
  -- a vacuum thickness t that lowers the enthalpy by exactly the distance from e(1,1) to m
  obtain ⟨t, ht, hgain⟩ : ∃ t, 0 ≤ t ∧ P * t = -|e 1 1 - m| :=
    ⟨|e 1 1 - m| / (-P), div_nonneg (abs_nonneg _) (by linarith), by
      have hP' : P ≠ 0 := hP.ne
      field_simp⟩
  have h1 : m ≤ enthalpy e P 1 1 (|h| + 1 + t) :=
    hm ⟨1, 1, |h| + 1 + t, one_pos, one_pos, by linarith [le_abs_self h], rfl⟩
  have h2 : P * (|h| + 1) < 0 :=
    mul_neg_of_neg_of_pos hP (by linarith [abs_nonneg h])
  simp only [enthalpy] at h1
  nlinarith [le_abs_self (e 1 1 - m)]
```

## (f) All positive heights allowed

Let $h=0$ and let $e$ be bounded below. Show that for $P>0$

$$\inf_{a,b,c>0}H(a,b,c)=\inf_{a,b>0}e(a,b)>-\infty ,$$

and that no cell attains this value, while for $P<0$ the enthalpy is unbounded below.

**Solution.** At zero height the pressure term vanishes, so $H(a,b,0)=e(a,b)$. Part (c) with $h=0$ then gives the equality and the finiteness. Part (d) excludes a minimizer, and part (e) settles negative pressure.

The theorem consists of two implications, one for each sign of $P$. The first provides a single number `m` that is the greatest lower bound of both sets, together with the absence of a relaxed cell. "Ill posed" in its name means that the minimization has no solution. In the proof, `h0` is the identity $H(a,b,0)=e(a,b)$, and the remaining terms quote the earlier parts.

```lean
/-- Let the slab energy be bounded below and all heights `c > 0` be allowed. At positive
pressure the enthalpy has the same finite infimum as the slab energy but no minimizer; at
negative pressure it is unbounded below. -/
theorem vacuum_relaxation_ill_posed (e : ℝ → ℝ → ℝ) {B : ℝ} (P : ℝ)
    (he : ∀ a b, 0 < a → 0 < b → B ≤ e a b) :
    (0 < P → (∃ m, IsGLB (slabValues e) m ∧ IsGLB (enthalpyValues e P 0) m) ∧
      ∀ a b c, ¬ IsRelaxed e P 0 a b c) ∧
    (P < 0 → ¬ BddBelow (enthalpyValues e P 0)) := by
  refine ⟨fun hP => ⟨?_, not_isRelaxed e hP.ne' 0⟩, not_bddBelow e 0⟩
  -- at zero height the pressure term vanishes
  have h0 : (fun a b => enthalpy e P a b 0) = e := by
    funext a b
    simp [enthalpy]
  have h1 := exists_common_infimum e hP le_rfl he
  rwa [h0] at h1
```

## (g) Zero pressure leaves the height undetermined

Let $P=0$. Show that

$$(a,b,c)\ \text{is relaxed}\iff a,b>0,\quad c>h,\quad e(a,b)=\min_{a',b'>0}e(a',b').$$

**Solution.** Now $H(a,b,c)=e(a,b)$ for every height. If the cell is relaxed, comparing it with cells of the same height $c$ shows that $(a,b)$ minimizes $e$. Conversely, if $(a,b)$ minimizes $e$, no admissible cell of any height has lower enthalpy. The vacuum thickness is then a free parameter of the calculation. If $e$ has no minimizer, neither side holds for any cell.

Lean writes the minimum as an inequality against all positive `a'` and `b'`. The two bullets are the two directions, and `simpa` removes the vanishing pressure term.

```lean
/-- At zero pressure a cell is relaxed exactly when it is admissible and its lateral lengths
minimize the slab energy. -/
theorem isRelaxed_zero_pressure (e : ℝ → ℝ → ℝ) (h a b c : ℝ) :
    IsRelaxed e 0 h a b c ↔
      0 < a ∧ 0 < b ∧ h < c ∧ ∀ a' b', 0 < a' → 0 < b' → e a b ≤ e a' b' := by
  constructor
  · rintro ⟨ha, hb, hc, H⟩
    exact ⟨ha, hb, hc, fun a' b' ha' hb' => by
      simpa [enthalpy] using H a' b' c ha' hb' hc⟩
  · rintro ⟨ha, hb, hc, H⟩
    exact ⟨ha, hb, hc, fun a' b' c' ha' hb' _ => by
      simpa [enthalpy] using H a' b' ha' hb'⟩
```

## (h) A harmonic slab at fixed height

Fixing the height can restore a minimum. Measure lengths in units of the common lateral rest length, choose the energy unit so that the stiffness prefactor is one, and take

$$e(a,b)=(a-1)^2+(b-1)^2 .$$

```lean
/-- A harmonic slab energy with both lateral rest lengths equal to one. -/
def harmonicSlab (a b : ℝ) : ℝ := (a - 1) ^ 2 + (b - 1) ^ 2
```

Fix $c>0$ and let $P>0$ with $Pc\le 2$. This condition says that the pressure load is weak enough for the harmonic stiffness to hold it. Show that $H(a,b,c)$ is minimal at

$$a=b=s,\qquad s=\frac{2}{2+Pc}>0 .$$

**Solution.** Stationarity requires $2(a-1)+Pc\,b=0$ and $2(b-1)+Pc\,a=0$. Setting $a=b=s$ gives $s(2+Pc)=2$. With $u=a-s$ and $v=b-s$, the terms linear in $u$ and $v$ cancel, and

$$H(a,b,c)-H(s,s,c)=u^2+v^2+Pc\,uv
=\Bigl(1-\frac{Pc}{2}\Bigr)(u^2+v^2)+\frac{Pc}{2}(u+v)^2\ge 0 .$$

At $Pc=2$ the minimizer is not unique, since the difference vanishes whenever $u=-v$. The minimizing length depends on $c$, so the chosen vacuum thickness affects the lateral strain at given $P$.

This example also exposes a mistake that is easy to make with (f): using its equality of infima for a slab of finite thickness. For the harmonic slab $\inf e=0$, but with heights $c>h>0$ and $Ph\le 2$ the infimum of the enthalpy is the contact value $2Ph/(2+Ph)>0$. The general comparison is with $H(a,b,h)$, as in (c).

The Lean theorem compares with all real `a` and `b`, which includes the positive ones. There `hstat` is the stationarity condition, and `key` is the quadratic form, obtained by `linear_combination`. The facts `h1` and `h2` are the two nonnegative terms of the last display, each multiplied by two, and `nlinarith` combines them.

```lean
/-- At fixed height `c > 0` and pressure `P > 0` with `P c ≤ 2`, the enthalpy of the harmonic
slab is minimal at the positive lateral lengths `a = b = 2 / (2 + P c)`. -/
theorem fixed_height_minimizer {P c : ℝ} (hP : 0 < P) (hc : 0 < c) (hPc : P * c ≤ 2) :
    0 < 2 / (2 + P * c) ∧ ∀ a b,
      enthalpy harmonicSlab P (2 / (2 + P * c)) (2 / (2 + P * c)) c ≤
        enthalpy harmonicSlab P a b c := by
  have hk : 0 < P * c := mul_pos hP hc
  obtain ⟨s, hs⟩ : ∃ s, s = 2 / (2 + P * c) := ⟨_, rfl⟩
  have hstat : s * (2 + P * c) = 2 := by
    rw [hs]
    exact div_mul_cancel₀ 2 (by linarith)
  rw [← hs]
  refine ⟨by rw [hs]; positivity, fun a b => ?_⟩
  -- stationarity removes the linear terms and leaves a quadratic form
  have key : enthalpy harmonicSlab P a b c - enthalpy harmonicSlab P s s c =
      (a - s) ^ 2 + (b - s) ^ 2 + P * c * ((a - s) * (b - s)) := by
    simp only [enthalpy, harmonicSlab]
    linear_combination (a + b - 2 * s) * hstat
  have h1 := mul_nonneg (sub_nonneg.2 hPc) (add_nonneg (sq_nonneg (a - s)) (sq_nonneg (b - s)))
  have h2 := mul_nonneg hk.le (sq_nonneg ((a - s) + (b - s)))
  nlinarith

end

end VacuumUnderPressure
```

```lean
#print axioms VacuumUnderPressure.hasDerivAt_height
-- 'VacuumUnderPressure.hasDerivAt_height' depends on axioms: [propext, Classical.choice, Quot.sound]
#print axioms VacuumUnderPressure.vacuum_relaxation_ill_posed
-- 'VacuumUnderPressure.vacuum_relaxation_ill_posed' depends on axioms: [propext, Classical.choice, Quot.sound]
#print axioms VacuumUnderPressure.isRelaxed_zero_pressure
-- 'VacuumUnderPressure.isRelaxed_zero_pressure' depends on axioms: [propext, Classical.choice, Quot.sound]
#print axioms VacuumUnderPressure.fixed_height_minimizer
-- 'VacuumUnderPressure.fixed_height_minimizer' depends on axioms: [propext, Classical.choice, Quot.sound]
```
